# Fast exchange at fixed M/w: a Gaussian-modulated resonance line becomes a Lorentzian of half width M/w

In a concentrated paramagnet the dipolar fields of neighbouring spins spread the resonance frequencies, while exchange between the spins makes those fields fluctuate, and the observed line can be much narrower than the static spread. If the fluctuations of the angular resonance frequency are Gaussian with variance M and their correlation over a time s decays as exp(−ws), then for w → ∞ at fixed G = M/w > 0 the absorption line tends at every offset to a Lorentzian whose half width at half maximum, in angular frequency, is G.

In Lean 4 with Mathlib:

```lean
import Mathlib

open Filter Topology MeasureTheory

namespace ExchangeNarrowing

noncomputable section

/-- The time integral of the exponential frequency correlation with rate `w`,
weighted by `t - s`. -/
def memoryIntegral (w t : ℝ) : ℝ :=
  ∫ s in (0 : ℝ)..t, (t - s) * Real.exp (-(w * s))

/-- The free-induction decay at time `t` for second moment `M` and exchange rate `w`. -/
def relaxation (M w t : ℝ) : ℝ := Real.exp (-(M * memoryIntegral w t))

/-- The absorption line at offset `x` from resonance: the cosine transform of the
free-induction decay over positive times. -/
def lineShape (M w x : ℝ) : ℝ :=
  ∫ t in Set.Ioi (0 : ℝ), relaxation M w t * Real.cos (x * t)

/-- The Lorentzian line with width parameter `G` at offset `x`, for `G` and `x` not both zero. -/
def lorentzian (G x : ℝ) : ℝ := G / (G ^ 2 + x ^ 2)

/-- Closed form of the memory integral for a nonzero exchange rate. -/
theorem memoryIntegral_eq {w : ℝ} (hw : w ≠ 0) (t : ℝ) :
    memoryIntegral w t = (Real.exp (-(w * t)) - 1 + w * t) / w ^ 2 := by
  -- an explicit antiderivative of the integrand
  have hF : ∀ s ∈ Set.uIcc 0 t, HasDerivAt
      (fun s : ℝ => Real.exp (-(w * s)) * (1 / w ^ 2 - (t - s) / w))
      ((t - s) * Real.exp (-(w * s))) s := by
    intro s _
    have h1 : HasDerivAt (fun s : ℝ => Real.exp (-(w * s)))
        (Real.exp (-(w * s)) * (-(w * 1))) s :=
      (((hasDerivAt_id' s).const_mul w).fun_neg).exp
    have h2 : HasDerivAt (fun s : ℝ => 1 / w ^ 2 - (t - s) / w) (-(-1 / w)) s :=
      (((hasDerivAt_id' s).const_sub t).div_const w).const_sub (1 / w ^ 2)
    refine (h1.fun_mul h2).congr_deriv ?_
    field_simp
    ring
  rw [memoryIntegral, intervalIntegral.integral_eq_sub_of_hasDerivAt hF
    (Continuous.intervalIntegrable (by fun_prop) _ _)]
  simp only [mul_zero, neg_zero, Real.exp_zero, sub_self, sub_zero, zero_div]
  field_simp
  ring

/-- For `w > 0` and `t ≥ 0`, the memory integral is at most `t / w` and at least `t / w - 1 / w ^
2`. -/
theorem memoryIntegral_bounds {w t : ℝ} (hw : 0 < w) (ht : 0 ≤ t) :
    t / w - 1 / w ^ 2 ≤ memoryIntegral w t ∧ memoryIntegral w t ≤ t / w := by
  have hK : memoryIntegral w t = t / w - 1 / w ^ 2 + Real.exp (-(w * t)) / w ^ 2 := by
    rw [memoryIntegral_eq hw.ne']
    field_simp
    ring
  have he : Real.exp (-(w * t)) ≤ 1 :=
    Real.exp_le_one_iff.2 (neg_nonpos.2 (mul_nonneg hw.le ht))
  have h0 : 0 ≤ Real.exp (-(w * t)) / w ^ 2 := by positivity
  have h1 : Real.exp (-(w * t)) / w ^ 2 ≤ 1 / w ^ 2 := by gcongr
  constructor <;> linarith

/-- With second moment `G * w`, the decay exceeds the exponential `exp (-(G * t))` by at most
the factor `exp (G / w)`, at all times `t ≥ 0`. -/
theorem relaxation_bounds {G w t : ℝ} (hG : 0 ≤ G) (hw : 0 < w) (ht : 0 ≤ t) :
    Real.exp (-(G * t)) ≤ relaxation (G * w) w t ∧
      relaxation (G * w) w t ≤ Real.exp (G / w) * Real.exp (-(G * t)) := by
  obtain ⟨hl, hu⟩ := memoryIntegral_bounds hw ht
  have e1 : G * w * (t / w) = G * t := by field_simp
  have e2 : G * w * (1 / w ^ 2) = G / w := by field_simp
  have h1 := mul_le_mul_of_nonneg_left hl (mul_nonneg hG hw.le)
  have h2 := mul_le_mul_of_nonneg_left hu (mul_nonneg hG hw.le)
  rw [mul_sub, e1, e2] at h1
  rw [e1] at h2
  unfold relaxation
  rw [← Real.exp_add]
  constructor <;> apply Real.exp_le_exp.2 <;> linarith

/-- Exchange narrowing in the time domain: for fast exchange at fixed ratio `G` of second
moment to exchange rate, the decay becomes exponential with rate `G`. -/
theorem relaxation_tendsto_exponential {G t : ℝ} (hG : 0 ≤ G) (ht : 0 ≤ t) :
    Tendsto (fun w => relaxation (G * w) w t) atTop (𝓝 (Real.exp (-(G * t)))) := by
  have h : Tendsto (fun w : ℝ => Real.exp (G / w) * Real.exp (-(G * t))) atTop
      (𝓝 (Real.exp 0 * Real.exp (-(G * t)))) :=
    ((Real.continuous_exp.tendsto 0).comp
      (tendsto_const_nhds.div_atTop tendsto_id)).mul_const _
  rw [Real.exp_zero, one_mul] at h
  refine tendsto_of_tendsto_of_tendsto_of_le_of_le' tendsto_const_nhds h ?_ ?_
  · filter_upwards [eventually_gt_atTop 0] with w hw using (relaxation_bounds hG hw ht).1
  · filter_upwards [eventually_gt_atTop 0] with w hw using (relaxation_bounds hG hw ht).2

/-- The cosine transform of an exponential decay with rate `G` is the Lorentzian. -/
theorem integral_exponential_cos {G : ℝ} (hG : 0 < G) (x : ℝ) :
    ∫ t in Set.Ioi (0 : ℝ), Real.exp (-(G * t)) * Real.cos (x * t) = lorentzian G x := by
  have hD : 0 < G ^ 2 + x ^ 2 := by positivity
  have hexp : IntegrableOn (fun t : ℝ => Real.exp (-(G * t))) (Set.Ioi 0) := by
    simpa only [neg_mul] using exp_neg_integrableOn_Ioi 0 hG
  have hint : IntegrableOn (fun t : ℝ => Real.exp (-(G * t)) * Real.cos (x * t))
      (Set.Ioi 0) := by
    refine Integrable.mono' hexp (Continuous.aestronglyMeasurable (by fun_prop))
      (ae_of_all _ fun t => ?_)
    rw [Real.norm_eq_abs, abs_mul, abs_of_pos (Real.exp_pos _)]
    exact mul_le_of_le_one_right (Real.exp_pos _).le (Real.abs_cos_le_one _)
  -- an antiderivative that vanishes at late times
  have hderiv : ∀ t ∈ Set.Ici (0 : ℝ), HasDerivAt (fun t : ℝ => Real.exp (-(G * t)) *
      ((x * Real.sin (x * t) - G * Real.cos (x * t)) / (G ^ 2 + x ^ 2)))
      (Real.exp (-(G * t)) * Real.cos (x * t)) t := by
    intro t _
    have h1 := (((hasDerivAt_id' t).const_mul G).fun_neg).exp
    have h2 := (((hasDerivAt_id' t).const_mul x).sin).const_mul x
    have h3 := (((hasDerivAt_id' t).const_mul x).cos).const_mul G
    refine (h1.fun_mul ((h2.fun_sub h3).div_const (G ^ 2 + x ^ 2))).congr_deriv ?_
    field_simp
    ring
  have hlim : Tendsto (fun t : ℝ => Real.exp (-(G * t)) *
      ((x * Real.sin (x * t) - G * Real.cos (x * t)) / (G ^ 2 + x ^ 2))) atTop (𝓝 0) := by
    have h0 : Tendsto (fun t : ℝ => Real.exp (-(G * t)) * ((|x| + |G|) / (G ^ 2 + x ^ 2)))
        atTop (𝓝 (0 * ((|x| + |G|) / (G ^ 2 + x ^ 2)))) :=
      (Real.tendsto_exp_neg_atTop_nhds_zero.comp
        (tendsto_id.const_mul_atTop hG)).mul_const _
    rw [zero_mul] at h0
    refine squeeze_zero_norm (fun t => ?_) h0
    have h := norm_sub_le (x * Real.sin (x * t)) (G * Real.cos (x * t))
    simp only [Real.norm_eq_abs, abs_mul] at h
    have hs := mul_le_mul_of_nonneg_left (Real.abs_sin_le_one (x * t)) (abs_nonneg x)
    have hc := mul_le_mul_of_nonneg_left (Real.abs_cos_le_one (x * t)) (abs_nonneg G)
    have hb : |x * Real.sin (x * t) - G * Real.cos (x * t)| ≤ |x| + |G| := by linarith
    rw [Real.norm_eq_abs, abs_mul, abs_of_pos (Real.exp_pos _), abs_div, abs_of_pos hD]
    gcongr
  rw [integral_Ioi_of_hasDerivAt_of_tendsto' hderiv hint hlim]
  simp only [mul_zero, neg_zero, Real.exp_zero, Real.sin_zero, Real.cos_zero, lorentzian]
  ring

/-- Exchange narrowing of the spectrum: for fast exchange at fixed ratio `G` of second moment to
exchange rate, the absorption line tends at every offset to the Lorentzian with width parameter `G`.
-/
theorem lineShape_tendsto_lorentzian {G : ℝ} (hG : 0 < G) (x : ℝ) :
    Tendsto (fun w => lineShape (G * w) w x) atTop (𝓝 (lorentzian G x)) := by
  rw [← integral_exponential_cos hG x]
  unfold lineShape
  -- dominated convergence with a multiple of the limiting exponential
  refine tendsto_integral_filter_of_dominated_convergence
    (fun t => Real.exp G * Real.exp (-(G * t))) ?_ ?_ ?_ ?_
  · filter_upwards [eventually_gt_atTop 0] with w hw
    simp only [relaxation, memoryIntegral_eq hw.ne']
    exact Continuous.aestronglyMeasurable (by fun_prop)
  · filter_upwards [eventually_ge_atTop 1] with w hw
    filter_upwards [ae_restrict_mem measurableSet_Ioi] with t ht
    have hw0 : 0 < w := by linarith
    have hp : 0 < relaxation (G * w) w t := Real.exp_pos _
    have hGw : Real.exp (G / w) ≤ Real.exp G :=
      Real.exp_le_exp.2 (div_le_self hG.le hw)
    rw [Real.norm_eq_abs, abs_mul, abs_of_pos hp]
    calc relaxation (G * w) w t * |Real.cos (x * t)|
        ≤ relaxation (G * w) w t := mul_le_of_le_one_right hp.le (Real.abs_cos_le_one _)
      _ ≤ Real.exp (G / w) * Real.exp (-(G * t)) :=
          (relaxation_bounds hG.le hw0 (le_of_lt ht)).2
      _ ≤ Real.exp G * Real.exp (-(G * t)) :=
          mul_le_mul_of_nonneg_right hGw (Real.exp_pos _).le
  · have hexp : IntegrableOn (fun t : ℝ => Real.exp (-(G * t))) (Set.Ioi 0) := by
      simpa only [neg_mul] using exp_neg_integrableOn_Ioi 0 hG
    exact hexp.const_mul (Real.exp G)
  · filter_upwards [ae_restrict_mem measurableSet_Ioi] with t ht
    exact (relaxation_tendsto_exponential hG.le (le_of_lt ht)).mul_const _

/-- The Lorentzian falls to half its central height exactly at the offsets of size `G`. -/
theorem lorentzian_half_height {G : ℝ} (hG : 0 < G) (x : ℝ) :
    lorentzian G x = lorentzian G 0 / 2 ↔ |x| = G := by
  have h1 : G ^ 2 + x ^ 2 ≠ 0 := by positivity
  have h2 : (G ^ 2 + 0 ^ 2) * 2 ≠ 0 := by positivity
  unfold lorentzian
  rw [div_div, div_eq_div_iff h1 h2]
  constructor
  · intro h
    have h' := mul_left_cancel₀ hG.ne' h
    refine (sq_eq_sq₀ (abs_nonneg x) hG.le).1 ?_
    rw [sq_abs]
    linarith
  · intro h
    have hx : x ^ 2 = G ^ 2 := by rw [← sq_abs, h]
    rw [hx]
    ring

/-- The opposite limit of slow exchange at fixed second moment `M`: the decay becomes
Gaussian in time. -/
theorem relaxation_tendsto_gaussian (M t : ℝ) :
    Tendsto (fun w => relaxation M w t) (𝓝 0) (𝓝 (Real.exp (-(M * (t ^ 2 / 2))))) := by
  have hf : Continuous (Function.uncurry
      fun w s : ℝ => (t - s) * Real.exp (-(w * s))) := by
    change Continuous fun p : ℝ × ℝ => (t - p.2) * Real.exp (-(p.1 * p.2))
    fun_prop
  have hc : Continuous fun w => memoryIntegral w t :=
    intervalIntegral.continuous_parametric_intervalIntegral_of_continuous' hf 0 t
  -- without exchange the memory integral is elementary
  have h0 : memoryIntegral 0 t = t ^ 2 / 2 := by
    have hF : ∀ s ∈ Set.uIcc 0 t, HasDerivAt (fun s : ℝ => t * s - s ^ 2 / 2)
        ((t - s) * Real.exp (-(0 * s))) s := by
      intro s _
      refine (((hasDerivAt_id' s).const_mul t).fun_sub
        ((hasDerivAt_pow 2 s).div_const 2)).congr_deriv ?_
      simp
    rw [memoryIntegral, intervalIntegral.integral_eq_sub_of_hasDerivAt hF
      (Continuous.intervalIntegrable (by fun_prop) _ _)]
    ring
  have hr : Continuous fun w => relaxation M w t :=
    Real.continuous_exp.comp (continuous_const.mul hc).neg
  have h := hr.tendsto 0
  simp only [relaxation, h0] at h
  exact h

end

end ExchangeNarrowing
```

```lean
#print axioms ExchangeNarrowing.lineShape_tendsto_lorentzian
#print axioms ExchangeNarrowing.lorentzian_half_height
#print axioms ExchangeNarrowing.relaxation_tendsto_gaussian
```

```
'ExchangeNarrowing.lineShape_tendsto_lorentzian' depends on axioms: [propext, Classical.choice, Quot.sound]
'ExchangeNarrowing.lorentzian_half_height' depends on axioms: [propext, Classical.choice, Quot.sound]
'ExchangeNarrowing.relaxation_tendsto_gaussian' depends on axioms: [propext, Classical.choice, Quot.sound]
```

## The limit in time and the limit at each offset

The definition `memoryIntegral w t` is the integral

K(t) = ∫₀ᵗ (t − s) e^(−ws) ds,

and `relaxation M w t` is the free-induction decay

φ(t) = exp(−M K(t)).

The absorption line at offset x from resonance is `lineShape M w x`, the integral

S(x) = ∫₀^∞ φ(t) cos(xt) dt.

The central theorem, `lineShape_tendsto_lorentzian`, takes G > 0 and any real x. It says that `lineShape (G * w) w x` tends to `lorentzian G x` as w → ∞, that is,

S(x) → G/(G² + x²).

The argument `G * w` in the place of M expresses the fixed ratio M/w = G. In the time domain, `relaxation_tendsto_exponential` says that φ(t) → e^(−Gt) under the same scaling, for G ≥ 0 and t ≥ 0. The width is identified by `lorentzian_half_height`: the Lorentzian has half its central height exactly when |x| = G.

All quantities are real numbers without units attached. Read physically, w, G and x are angular frequencies and M is an angular frequency squared. The line is not normalised to unit area: the limiting Lorentzian has height 1/G at the centre and area π, so the unit-area version is G/(π(G² + x²)). Its full width at half maximum is 2G.

## Gaussian fluctuations with one correlation time

The expression for φ is taken as the definition of the model. It comes from a spin whose frequency offset δ(t) is a stationary Gaussian random function with mean zero and correlation ⟨δ(t)δ(t + s)⟩ = M e^(−w|s|). The accumulated phase is then Gaussian as well, with variance

2M ∫₀ᵗ (t − s) e^(−ws) ds = 2M K(t),

and averaging the phase factor gives exp(−M K(t)). The constant M is the second moment of the static frequency distribution, and w is the rate at which exchange makes a spin lose memory of its local field. Neither is computed from a spin Hamiltonian, and the correlation in a real exchange-coupled solid need not be a single exponential.

The fixed ratio is a choice of scale. At constant M the width M/w would shrink to zero as w grows; holding G fixed keeps the limiting line visible. With time measured in units of 1/G, the decay depends only on w/G = w²/M, so the limit describes fluctuations that are fast compared with the static width √M. The narrowing is the ratio of the two widths, G/√M = √M/w, which tends to zero.

The theorem is stated for one offset at a time, though the bounds on φ below make the convergence uniform in x. It concerns the absorption line and says nothing about the first-derivative signal that many continuous-wave EPR spectrometers record. If a calculation supplies M and w for an exchange-coupled solid, the result supports M/w as an estimate of the half width, within this Gaussian model with one correlation time and for √M much smaller than w.

## From the memory integral to exponential decay

For w ≠ 0, the integrand of K has the antiderivative

F(s) = e^(−ws) [1/w² − (t − s)/w].

Differentiating the two factors gives e^(−ws)[−1/w + (t − s) + 1/w] = (t − s)e^(−ws), as required. Since F(t) = e^(−wt)/w² and F(0) = 1/w² − t/w,

K(t) = F(t) − F(0) = (e^(−wt) − 1 + wt)/w².

This is `memoryIntegral_eq`. Its proof supplies the same F, checks the derivative by the product rule, and applies the fundamental theorem of calculus; `field_simp` and `ring` do the algebra.

For w > 0 and t ≥ 0 the exponential lies between 0 and 1. Writing K(t) = t/w − 1/w² + e^(−wt)/w² therefore gives

t/w − 1/w² ≤ K(t) ≤ t/w,

which is `memoryIntegral_bounds`. Now set M = Gw with G ≥ 0 and multiply by M:

Gt − G/w ≤ M K(t) ≤ Gt.

Taking the exponential of the negative reverses the order:

e^(−Gt) ≤ φ(t) ≤ e^(G/w) e^(−Gt).

This is `relaxation_bounds`. The decay never falls below the pure exponential and exceeds it by a factor of at most e^(G/w), a bound that does not depend on t. Since G/w → 0, both bounds tend to e^(−Gt), and the squeeze theorem gives `relaxation_tendsto_exponential`.

## From the decay to the absorption line

The spectrum of the limiting decay follows from the antiderivative

A(t) = e^(−Gt) (x sin xt − G cos xt)/(G² + x²).

In its derivative the two sine terms cancel and the cosine terms add to (G² + x²) cos xt, so A′(t) = e^(−Gt) cos xt. For G > 0,

|A(t)| ≤ e^(−Gt) (|x| + G)/(G² + x²),

so A(t) → 0 at late times, while A(0) = −G/(G² + x²). Hence

∫₀^∞ e^(−Gt) cos(xt) dt = 0 − A(0) = G/(G² + x²).

In `integral_exponential_cos` these steps appear as `hderiv` for the derivative and `hlim` for the late-time limit, together with `hint`, which shows that the integrand is integrable because |cos| ≤ 1.

It remains to exchange the limit w → ∞ with the integral over time. For w ≥ 1 we have e^(G/w) ≤ e^G, so

|φ(t) cos(xt)| ≤ e^G e^(−Gt).

The right-hand side does not depend on w and has the finite integral e^G/G. At each t > 0 the integrand tends to e^(−Gt) cos(xt), so dominated convergence gives S(x) → G/(G² + x²). The proof of `lineShape_tendsto_lorentzian` first replaces the Lorentzian by its time integral. It then meets the four conditions of the convergence theorem in turn: measurability of the integrand, the bound for w ≥ 1, integrability of the bound, and the limit at each time.

For the width, the central height is 1/G, so half height means

G/(G² + x²) = 1/(2G).

Clearing denominators gives 2G² = G² + x², hence x² = G², which for G > 0 is |x| = G. The proof of `lorentzian_half_height` follows this algebra in both directions.

## Slow fluctuations, zero ratio and negative times

The opposite limit keeps M fixed and lets w → 0. The weight e^(−ws) then tends to 1, and

K(t) → ∫₀ᵗ (t − s) ds = t²/2,

so φ(t) → exp(−Mt²/2), a Gaussian decay for M > 0. This is `relaxation_tendsto_gaussian`. Its proof avoids the closed form, which divides by w²; it uses the continuity of the integral in w and evaluates the integral directly at w = 0. The theorem concerns the decay in time, not the line shape.

The smallest ratio allowed in the time-domain theorem is G = 0. Then M = 0 and φ(t) = 1 for every w: without a spread of frequencies there is no decay. The integral of cos(xt) over all positive times does not converge, and the spectral theorem accordingly requires G > 0.

The condition t ≥ 0 matters too. Take G = 1 and t = −1, so that M = w. The closed form gives

M K(−1) = (e^w − 1 − w)/w,

which grows without bound as w → ∞. Thus φ(−1) → 0, whereas e^(−Gt) would be e. The formula for φ describes the signal after the pulse, and the absorption integral uses only those times.
